# Error of a linearly extrapolated equilibrium geometry in a harmonic model with basis-dependent forces

In a one-coordinate harmonic model, the force constant `k + a * u` and the linear force term `f + b * u` depend linearly on a real basis error `u`. The declaration `extrapolated_geometry_error` takes the energy-minimising geometries at two different basis errors `u` and `v` and extrapolates them along a straight line to zero basis error. It states that the result differs from `f / k`, the equilibrium at zero basis error, by exactly `a * (b * k - a * f) * u * v / (k * (k + a * u) * (k + a * v))`. The force constants at basis errors zero, `u` and `v` are assumed positive. The attempt replaces both equilibria by their explicit quotients, then relies on `field_simp` to clear the denominators and `ring` to prove the remaining identity.

Lean 4 with Mathlib refuses this proof:

```lean
import Mathlib

namespace ExtrapolatedGeometryError

noncomputable section

/-- The energy at geometry `x` and basis error `u`: a polynomial in `x`, a harmonic well when its
force constant is positive, whose force constant `k + a u` and linear force term `f + b u` both
depend linearly on the basis error. -/
def energy (k f a b u x : ℝ) : ℝ := (k + a * u) * x ^ 2 / 2 - (f + b * u) * x

/-- The value at zero basis error of the straight line through the data `p` at basis error `u`
and `q` at basis error `v`, for `u ≠ v`. -/
def extrapolate (u v p q : ℝ) : ℝ := (u * q - v * p) / (u - v)

/-- A geometry is an equilibrium of the energy `E` if no other geometry has lower energy. -/
def IsEquilibrium (E : ℝ → ℝ) (x : ℝ) : Prop := ∀ y, E x ≤ E y

/-- If the force constant `k + a u` is positive, the energy at basis error `u` has exactly one
equilibrium, at `(f + b u) / (k + a u)`. -/
theorem equilibrium_iff {k f a b u x : ℝ} (hK : 0 < k + a * u) :
    IsEquilibrium (energy k f a b u) x ↔ x = (f + b * u) / (k + a * u) := by
  obtain ⟨z, hz⟩ : ∃ z, z = (f + b * u) / (k + a * u) := ⟨_, rfl⟩
  rw [← hz]
  have hz' : (k + a * u) * z = f + b * u := by
    rw [eq_div_iff hK.ne'] at hz
    linarith
  -- complete the square around the stationary point
  have hsq : ∀ y, energy k f a b u y
      = energy k f a b u z + (k + a * u) / 2 * (y - z) ^ 2 := by
    intro y
    unfold energy
    linear_combination (y - z) * hz'
  constructor
  · intro h
    by_contra hne
    have hd : x - z ≠ 0 := sub_ne_zero.mpr hne
    have hp : 0 < (x - z) ^ 2 := by positivity
    linarith [h z, hsq x, mul_pos (half_pos hK) hp]
  · intro h y
    rw [h, hsq y]
    linarith [mul_nonneg (half_pos hK).le (sq_nonneg (y - z))]

/-- With positive force constants and two different basis errors, the geometry extrapolated from
the two equilibria deviates from `f / k` by `a (b k - a f) u v / (k (k + a u) (k + a v))`. -/
theorem extrapolated_geometry_error {k f a b u v xu xv : ℝ} (hk : 0 < k)
    (hu : 0 < k + a * u) (hv : 0 < k + a * v) (huv : u ≠ v)
    (hxu : IsEquilibrium (energy k f a b u) xu)
    (hxv : IsEquilibrium (energy k f a b v) xv) :
    extrapolate u v xu xv - f / k
      = a * (b * k - a * f) * u * v / (k * (k + a * u) * (k + a * v)) := by
  have h := sub_ne_zero.mpr huv
  have hk' := hk.ne'
  have hu' := hu.ne'
  have hv' := hv.ne'
  rw [(equilibrium_iff hu).mp hxu, (equilibrium_iff hv).mp hxv]
  unfold extrapolate
  field_simp
  ring

end

end ExtrapolatedGeometryError
```

Compiling this gives:

```
Try this:
  [apply] ring_nf
  
  The `ring` tactic failed to close the goal. Use `ring_nf` to obtain a normal form.
    
  Note that `ring` works primarily in *commutative* rings. If you have a noncommutative ring, abelian group or module, consider using `noncomm_ring`, `abel` or `module` instead.
Main.lean:51:73: error: unsolved goals
k f a b u v xu xv : ℝ
hk : 0 < k
hu : 0 < k + a * u
hv : 0 < k + a * v
huv : u ≠ v
hxu : IsEquilibrium (energy k f a b u) xu
hxv : IsEquilibrium (energy k f a b v) xv
h : u - v ≠ 0
hk' : k ≠ 0
hu' : k + a * u ≠ 0
hv' : k + a * v ≠ 0
⊢ k * u * f * (k + v * a)⁻¹ + k * u * b * v * (k + v * a)⁻¹ - k * u * b * v * (k + u * a)⁻¹ -
          k * f * v * (k + u * a)⁻¹ -
        u * f +
      f * v =
    -(k * u * b * v ^ 2 * a * (k * u * a + k * v * a + k ^ 2 + u * v * a ^ 2)⁻¹) +
          k * u ^ 2 * b * v * a * (k * u * a + k * v * a + k ^ 2 + u * v * a ^ 2)⁻¹ +
        u * f * v ^ 2 * a ^ 2 * (k * u * a + k * v * a + k ^ 2 + u * v * a ^ 2)⁻¹ -
      u ^ 2 * f * v * a ^ 2 * (k * u * a + k * v * a + k ^ 2 + u * v * a ^ 2)⁻¹
```

The repair, with which the file compiles:

```diff
@@ -50,12 +50,14 @@
     extrapolate u v xu xv - f / k
       = a * (b * k - a * f) * u * v / (k * (k + a * u) * (k + a * v)) := by
-  have h := sub_ne_zero.mpr huv
-  have hk' := hk.ne'
-  have hu' := hu.ne'
-  have hv' := hv.ne'
-  rw [(equilibrium_iff hu).mp hxu, (equilibrium_iff hv).mp hxv]
+  have h : u - v ≠ 0 := sub_ne_zero.mpr huv
+  have hden : k * (k + a * u) * (k + a * v) ≠ 0 := (mul_pos (mul_pos hk hu) hv).ne'
+  -- the two equilibria satisfy the force balance at their own basis error
+  have eu : xu * (k + a * u) = f + b * u :=
+    (eq_div_iff hu.ne').mp ((equilibrium_iff hu).mp hxu)
+  have ev : xv * (k + a * v) = f + b * v :=
+    (eq_div_iff hv.ne').mp ((equilibrium_iff hv).mp hxv)
   unfold extrapolate
-  field_simp
-  ring
+  rw [div_sub_div _ _ h hk.ne', div_eq_div_iff (mul_ne_zero h hk.ne') hden]
+  linear_combination u * k ^ 2 * (k + a * u) * ev - v * k ^ 2 * (k + a * v) * eu
 
 end
```

Cause. The error reports the goal left open after `ring` failed to close it and fell back to `ring_nf`. That goal still contains inverses of `k + u * a`, of `k + v * a` and of their expanded product, so `field_simp` had not cleared these denominators, although `hu'` and `hv'` say they are nonzero. The reason is the order of the factors. `field_simp` normalises the products inside a denominator before it looks for a proof that the denominator is nonzero. Here it turns `k + a * u` into `k + u * a`, and likewise for `v`, so `hu'` and `hv'` no longer match syntactically. Positivity cannot replace them, because the signs of `a`, `u` and `v` are unknown. `ring` does not use such hypotheses to cancel inverses of sums, so it could not finish. The suggestion of `ring_nf` is no cure: its normal form is the unsolved goal shown.

The repair avoids `field_simp`. It keeps `xu` and `xv` as variables and records their force balances as the division-free equations `eu` and `ev`. The left-hand side then has only the denominators `u - v` and `k`, and `k + a * u` and `k + a * v` remain as denominators only on the right. `div_sub_div` combines the fractions on the left, and `div_eq_div_iff` cross-multiplies, with the nonzero conditions supplied explicitly through `h`, `hk.ne'` and `hden`, so no search for them is needed. What remains is a polynomial identity that follows from `eu` and `ev` with the multipliers given to `linear_combination`. The type written on `h` is mere tidying.
